# In the two-electron Hubbard dimer with hopping t > 0, half the difference of the site occupations in the singlet ground state is a strictly decreasing bijection of the bias onto (−1, 1)

## Two electrons without repulsion

Put two electrons of opposite spin on sites 1 and 2 with energies $d/2$ and $-d/2$ and hopping amplitude $t>0$, the strength of tunnelling between the sites. In the ground state without repulsion both occupy the lower normalised orbital $(\alpha,\beta)$, and half the difference of the site occupations is

$$\alpha^2-\beta^2=-\frac{d}{\sqrt{d^2+4t^2}}.$$

This falls strictly from $1$ to $-1$ as the bias $d$ runs over the reals, so the density fixes the potential. The same holds with an on-site interaction $U$ of any size and either sign, although the state is then no longer a product of orbitals.

## The interacting singlet

Let $a,b,c$ be the real amplitudes for both electrons on site 1, both on site 2, and the covalent singlet. With $s=\sqrt2\,t$ the energy of a unit vector is

$$E_d=(U+d)a^2+(U-d)b^2-2s(a+b)c.$$

The occupations are $2a^2+c^2$ and $2b^2+c^2$. The imbalance $a^2-b^2$ is half their difference; the full difference lies between $-2$ and $2$.

## From bias to imbalance

**Ground vector.** $E_d$ is continuous on the compact unit sphere, so a minimiser exists, with energy $e$. By scaling, $E_d(v)-e|v|^2\ge0$ for every $v$, with equality at the minimiser. Changing one amplitude by $x$ gives $Ax^2+2Bx\ge0$ for all $x$, hence $B=0$:

$$(U+d-e)a=sc,\quad (U-d-e)b=sc,\quad -s(a+b)=ec.$$

**Uniqueness.** Insert $(x,0,1)$ with $2sx=1-e$ into the scaled bound. This gives $1\le(U+d-e)x^2$, so $e<U+d$. Likewise $(0,x,1)$ gives $e<U-d$. If $c=0$, then $a=b=0$, which is impossible; so $c\neq0$, and then $a,b\neq0$. The ratios $a/c$ and $b/c$ are fixed by $e$, so the vector is unique up to sign. Its imbalance $n(d)$ lies strictly between $-1$ and $1$.

**Strict decrease.** Let $d_1<d_2$ have ground vectors $\psi_1,\psi_2$, and suppose $n(d_2)\ge n(d_1)$. Since $E_{d_2}=E_{d_1}+(d_2-d_1)(a^2-b^2)$, the inequality $E_{d_2}(\psi_2)\le E_{d_2}(\psi_1)$ gives $E_{d_1}(\psi_2)\le E_{d_1}(\psi_1)$. Thus $\psi_2$ is a ground vector for both biases. The third equation gives equal energies, and subtracting the first equations gives $(d_2-d_1)a=0$, a contradiction. This is the Hohenberg–Kohn variational argument for a single potential parameter.

**Every imbalance occurs.** For $x=0$ take $d=0$: exchanging the sites preserves the ground vector up to sign, so $a^2=b^2$. For $0<|x|<1$ set

$$a=\sqrt{\tfrac{r+x}2},\quad b=\sqrt{\tfrac{r-x}2},\quad c=\sqrt{1-r}.$$

Eliminating $e$ and $d$ from the eigenvalue equations leaves

$$g(r)=s(a+b)(c^2-2ab)-2Uabc=0.$$

At $r=|x|$ we have $ab=0$ and $g>0$; at $r=1$ we have $c=0$ and $g<0$. A root lies between, with all amplitudes positive, and

$$d=\frac{sc(b-a)}{2ab},\qquad e=-\frac{s(a+b)}c.$$

This eigenvector is a ground vector, because for any unit vector $(p,q,w)$

$$E_d(p,q,w)-e=s\left[\frac{(cp-aw)^2}{ac}+\frac{(cq-bw)^2}{bc}\right]\ge0.$$

## An instance with $s=1$

Take $(a,b,c)=(3,2,6)/7$. The formulas give $U=5/3$, $d=-1/2$, $e=-5/6$ and imbalance $5/49\approx0.10$. At the same bias without repulsion the imbalance is $1/3$.

## Inverting the map in a calculation

To find the bias for a target imbalance $x$, one diagonalises the $3\times3$ matrix at trial biases and bisects; monotonicity tells which half to keep. In this two-site model, the Kohn–Sham bias with the same density is $d_s=-2tx/\sqrt{1-x^2}$. In the instance above $d_s\approx-0.145$, so the Hartree-exchange-correlation bias is $d_s-d\approx0.355$.

## The statement in Lean

`singletH` is the matrix, and `ψ 0`, `ψ 1`, `ψ 2` are $a,b,c$. `IsGround` means a real unit vector of least `energy` among real unit vectors. Real vectors suffice for $t>0$: the matrix is real and symmetric and its real ground vector is unique up to sign, so a complex ground vector differs from it only by a phase. `density_potential_map` gives, for each real `U` and `t > 0`, one function `n` that equals the `imbalance` of every ground vector at every bias. `StrictAnti` is strict decrease, and `Set.BijOn` is the bijection onto the open interval. The matrix is entered directly; its reduction from the full two-electron Hamiltonian is taken from the physics.

```lean
import Mathlib

open Matrix

namespace HubbardDimerDensityMap

noncomputable section

/-- Singlet Hamiltonian of the Hubbard dimer with repulsion `U`, hopping `t` and bias `d`, in the
basis (both electrons on site 1, both on site 2, covalent singlet). -/
def singletH (U t d : ℝ) : Matrix (Fin 3) (Fin 3) ℝ :=
  !![U + d, 0, -(√2 * t); 0, U - d, -(√2 * t); -(√2 * t), -(√2 * t), 0]

/-- The quadratic form `ψ · H ψ`, which is the energy expectation value for a unit vector. -/
def energy (U t d : ℝ) (ψ : Fin 3 → ℝ) : ℝ := ψ ⬝ᵥ (singletH U t d *ᵥ ψ)

/-- A ground vector is a real unit vector of least energy among all real unit vectors. -/
def IsGround (U t d : ℝ) (ψ : Fin 3 → ℝ) : Prop :=
  ψ 0 ^ 2 + ψ 1 ^ 2 + ψ 2 ^ 2 = 1 ∧
    ∀ φ : Fin 3 → ℝ, φ 0 ^ 2 + φ 1 ^ 2 + φ 2 ^ 2 = 1 → energy U t d ψ ≤ energy U t d φ

/-- The density variable `a² - b²`: half the difference of the two site occupations. -/
def imbalance (ψ : Fin 3 → ℝ) : ℝ := ψ 0 ^ 2 - ψ 1 ^ 2

/-- The energy written out in the three amplitudes. -/
theorem energy_eq (U t d : ℝ) (ψ : Fin 3 → ℝ) :
    energy U t d ψ = (U + d) * ψ 0 ^ 2 + (U - d) * ψ 1 ^ 2
      - 2 * (√2 * t) * (ψ 0 + ψ 1) * ψ 2 := by
  simp [energy, singletH, Matrix.mulVec, dotProduct, Fin.sum_univ_three]
  ring

/-- Rayleigh bound: the ground energy times the squared norm of any vector `(x, y, z)` is at most
the quadratic form of the Hamiltonian at that vector. -/
theorem rayleigh {U t d : ℝ} {ψ : Fin 3 → ℝ} (h : IsGround U t d ψ) (x y z : ℝ) :
    energy U t d ψ * (x ^ 2 + y ^ 2 + z ^ 2) ≤
      (U + d) * x ^ 2 + (U - d) * y ^ 2 - 2 * (√2 * t) * (x + y) * z := by
  have hN : 0 ≤ x ^ 2 + y ^ 2 + z ^ 2 := by positivity
  rcases hN.eq_or_lt with h0 | hpos
  · have hx : x = 0 := (pow_eq_zero_iff two_ne_zero).mp
      (by linarith [sq_nonneg x, sq_nonneg y, sq_nonneg z])
    have hy : y = 0 := (pow_eq_zero_iff two_ne_zero).mp
      (by linarith [sq_nonneg x, sq_nonneg y, sq_nonneg z])
    have hz : z = 0 := (pow_eq_zero_iff two_ne_zero).mp
      (by linarith [sq_nonneg x, sq_nonneg y, sq_nonneg z])
    subst hx hy hz
    norm_num
  · -- normalise the trial vector
    obtain ⟨r, hr⟩ : ∃ r : ℝ, r ^ 2 = x ^ 2 + y ^ 2 + z ^ 2 := ⟨_, Real.sq_sqrt hN⟩
    have hn : (x / r) ^ 2 + (y / r) ^ 2 + (z / r) ^ 2 = 1 := by
      have h1 : (x / r) ^ 2 + (y / r) ^ 2 + (z / r) ^ 2 = (x ^ 2 + y ^ 2 + z ^ 2) / r ^ 2 := by
        ring
      rw [h1, hr, div_self hpos.ne']
    refine (le_div_iff₀ hpos).mp ((h.2 ![x / r, y / r, z / r] hn).trans_eq ?_)
    rw [energy_eq, ← hr]
    change (U + d) * (x / r) ^ 2 + (U - d) * (y / r) ^ 2
      - 2 * (√2 * t) * (x / r + y / r) * (z / r) = _
    ring

/-- A ground vector solves the stationary Schrödinger equation, here in components. -/
theorem ground_eigen {U t d : ℝ} {ψ : Fin 3 → ℝ} (h : IsGround U t d ψ) :
    (U + d) * ψ 0 - √2 * t * ψ 2 = energy U t d ψ * ψ 0 ∧
    (U - d) * ψ 1 - √2 * t * ψ 2 = energy U t d ψ * ψ 1 ∧
    -(√2 * t) * (ψ 0 + ψ 1) = energy U t d ψ * ψ 2 := by
  -- a nonnegative quadratic that vanishes at the origin has no linear term
  have key : ∀ A B : ℝ, (∀ x : ℝ, 0 ≤ A * (x * x) + 2 * B * x + 0) → B = 0 := by
    intro A B hq
    have hd := discrim_le_zero hq
    unfold discrim at hd
    exact (pow_eq_zero_iff two_ne_zero).mp (le_antisymm (by linarith) (sq_nonneg B))
  have hz : energy U t d ψ * (ψ 0 ^ 2 + ψ 1 ^ 2 + ψ 2 ^ 2) = (U + d) * ψ 0 ^ 2
      + (U - d) * ψ 1 ^ 2 - 2 * (√2 * t) * (ψ 0 + ψ 1) * ψ 2 := by
    rw [h.1, mul_one, energy_eq]
  refine ⟨sub_eq_zero.mp (key (U + d - energy U t d ψ) _ fun x => ?_),
    sub_eq_zero.mp (key (U - d - energy U t d ψ) _ fun x => ?_),
    sub_eq_zero.mp (key (-energy U t d ψ) _ fun x => ?_)⟩
  · linarith [rayleigh h (ψ 0 + x) (ψ 1) (ψ 2)]
  · linarith [rayleigh h (ψ 0) (ψ 1 + x) (ψ 2)]
  · linarith [rayleigh h (ψ 0) (ψ 1) (ψ 2 + x)]

/-- For `t > 0` the ground energy lies strictly below both ionic levels `U + d` and `U - d`, and
no amplitude of a ground vector vanishes. -/
theorem ground_below_ionic {U t d : ℝ} (ht : 0 < t) {ψ : Fin 3 → ℝ} (h : IsGround U t d ψ) :
    energy U t d ψ < U + d ∧ energy U t d ψ < U - d ∧ ∀ i, ψ i ≠ 0 := by
  have hs : 0 < √2 * t := by positivity
  obtain ⟨h1, h2, -⟩ := ground_eigen h
  have hray := rayleigh h
  have hn := h.1
  generalize energy U t d ψ = e at *
  obtain ⟨x, hx⟩ : ∃ x : ℝ, 2 * (√2 * t) * x = 1 - e :=
    ⟨(1 - e) / (2 * (√2 * t)), by field_simp⟩
  -- mixing an ionic state with the covalent one lowers the energy
  have p : e < U + d := by
    by_contra hc
    nlinarith [hray x 0 1, mul_nonneg (sub_nonneg.2 (not_lt.mp hc)) (sq_nonneg x)]
  have q : e < U - d := by
    by_contra hc
    nlinarith [hray 0 x 1, mul_nonneg (sub_nonneg.2 (not_lt.mp hc)) (sq_nonneg x)]
  have c0 : ψ 2 ≠ 0 := by
    intro hc
    have ha : ψ 0 = 0 := (mul_eq_zero.mp (by linear_combination h1 + √2 * t * hc :
      (U + d - e) * ψ 0 = 0)).resolve_left (sub_pos.2 p).ne'
    have hb : ψ 1 = 0 := (mul_eq_zero.mp (by linear_combination h2 + √2 * t * hc :
      (U - d - e) * ψ 1 = 0)).resolve_left (sub_pos.2 q).ne'
    rw [ha, hb, hc] at hn
    norm_num at hn
  have a0 : ψ 0 ≠ 0 := fun ha =>
    mul_ne_zero hs.ne' c0 (by linear_combination (U + d - e) * ha - h1)
  have b0 : ψ 1 ≠ 0 := fun hb =>
    mul_ne_zero hs.ne' c0 (by linear_combination (U - d - e) * hb - h2)
  refine ⟨p, q, fun i => ?_⟩
  fin_cases i
  exacts [a0, b0, c0]

/-- For `t > 0` the ground vector is unique up to its sign. -/
theorem ground_unique {U t d : ℝ} (ht : 0 < t) {ψ φ : Fin 3 → ℝ}
    (h : IsGround U t d ψ) (h' : IsGround U t d φ) : φ = ψ ∨ φ = -ψ := by
  obtain ⟨p, q, hne⟩ := ground_below_ionic ht h
  obtain ⟨h1, h2, -⟩ := ground_eigen h
  obtain ⟨g1, g2, -⟩ := ground_eigen h'
  rw [le_antisymm (h'.2 ψ h.1) (h.2 φ h'.1)] at g1 g2
  -- the two vectors are proportional
  have k0 : ψ 0 * φ 2 = φ 0 * ψ 2 := mul_left_cancel₀ (sub_pos.2 p).ne'
    (by linear_combination φ 2 * h1 - ψ 2 * g1)
  have k1 : ψ 1 * φ 2 = φ 1 * ψ 2 := mul_left_cancel₀ (sub_pos.2 q).ne'
    (by linear_combination φ 2 * h2 - ψ 2 * g2)
  have hsq : φ 2 ^ 2 = ψ 2 ^ 2 := by
    linear_combination -φ 2 ^ 2 * h.1 + ψ 2 ^ 2 * h'.1 + (ψ 0 * φ 2 + φ 0 * ψ 2) * k0
      + (ψ 1 * φ 2 + φ 1 * ψ 2) * k1
  rcases eq_or_eq_neg_of_sq_eq_sq _ _ hsq with hc | hc
  · have e0 : φ 0 = ψ 0 := mul_right_cancel₀ (hne 2) (by linear_combination ψ 0 * hc - k0)
    have e1 : φ 1 = ψ 1 := mul_right_cancel₀ (hne 2) (by linear_combination ψ 1 * hc - k1)
    left
    funext i
    fin_cases i
    exacts [e0, e1, hc]
  · have e0 : φ 0 = -ψ 0 := mul_right_cancel₀ (hne 2) (by linear_combination ψ 0 * hc - k0)
    have e1 : φ 1 = -ψ 1 := mul_right_cancel₀ (hne 2) (by linear_combination ψ 1 * hc - k1)
    right
    funext i
    fin_cases i
    exacts [e0, e1, hc]

/-- A ground vector exists for all real `U`, `t` and `d`. -/
theorem ground_exists (U t d : ℝ) : ∃ ψ, IsGround U t d ψ := by
  have hK : IsCompact {ψ : Fin 3 → ℝ | ψ 0 ^ 2 + ψ 1 ^ 2 + ψ 2 ^ 2 = 1} := by
    refine IsCompact.of_isClosed_subset
      (isCompact_Icc (a := fun _ : Fin 3 => (-1 : ℝ)) (b := fun _ => 1))
      (isClosed_eq (by fun_prop) continuous_const) fun ψ hψ => ?_
    have hψ' : ψ 0 ^ 2 + ψ 1 ^ 2 + ψ 2 ^ 2 = 1 := hψ
    have hb : ∀ i, ψ i ^ 2 ≤ 1 := by
      intro i
      fin_cases i
      · change ψ 0 ^ 2 ≤ 1
        linarith [sq_nonneg (ψ 1), sq_nonneg (ψ 2)]
      · change ψ 1 ^ 2 ≤ 1
        linarith [sq_nonneg (ψ 0), sq_nonneg (ψ 2)]
      · change ψ 2 ^ 2 ≤ 1
        linarith [sq_nonneg (ψ 0), sq_nonneg (ψ 1)]
    have hl : ∀ i, -1 ≤ ψ i := fun i => by nlinarith [hb i]
    have hu : ∀ i, ψ i ≤ 1 := fun i => by nlinarith [hb i]
    exact ⟨hl, hu⟩
  have hcont : Continuous (energy U t d) := by
    rw [funext (energy_eq U t d)]
    fun_prop
  obtain ⟨ψ, hψ, hmin⟩ := hK.exists_isMinOn ⟨![1, 0, 0], by simp⟩ hcont.continuousOn
  exact ⟨ψ, hψ, fun φ hφ => hmin hφ⟩

/-- Hohenberg-Kohn step: for `t > 0`, raising the bias strictly lowers the imbalance of the
ground vector. -/
theorem imbalance_lt {U t d₁ d₂ : ℝ} (ht : 0 < t) (hd : d₁ < d₂) {ψ₁ ψ₂ : Fin 3 → ℝ}
    (h₁ : IsGround U t d₁ ψ₁) (h₂ : IsGround U t d₂ ψ₂) : imbalance ψ₂ < imbalance ψ₁ := by
  by_contra hc
  have shift : ∀ φ, energy U t d₂ φ = energy U t d₁ φ + (d₂ - d₁) * imbalance φ := by
    intro φ
    rw [energy_eq, energy_eq, imbalance]
    ring
  have hv := h₂.2 ψ₁ h₁.1
  rw [shift, shift] at hv
  have hle : energy U t d₁ ψ₂ ≤ energy U t d₁ ψ₁ := by
    nlinarith [mul_nonneg (sub_pos.2 hd).le (sub_nonneg.2 (not_lt.mp hc))]
  -- otherwise one vector would be a ground vector for both biases
  have h₃ : IsGround U t d₁ ψ₂ := ⟨h₂.1, fun φ hφ => hle.trans (h₁.2 φ hφ)⟩
  obtain ⟨-, -, hne⟩ := ground_below_ionic ht h₂
  obtain ⟨a1, -, a3⟩ := ground_eigen h₂
  obtain ⟨b1, -, b3⟩ := ground_eigen h₃
  have he : energy U t d₂ ψ₂ = energy U t d₁ ψ₂ :=
    mul_right_cancel₀ (hne 2) (a3.symm.trans b3)
  exact mul_ne_zero (sub_pos.2 hd).ne' (hne 0)
    (by linear_combination a1 - b1 + ψ₂ 0 * he)

/-- For `t > 0`, a unit eigenvector with three positive amplitudes is a ground vector. -/
theorem ground_of_pos {U t d e a b c : ℝ} (ht : 0 < t) (ha : 0 < a) (hb : 0 < b) (hc : 0 < c)
    (hn : a ^ 2 + b ^ 2 + c ^ 2 = 1) (h1 : (U + d) * a - √2 * t * c = e * a)
    (h2 : (U - d) * b - √2 * t * c = e * b) (h3 : -(√2 * t) * (a + b) = e * c) :
    IsGround U t d ![a, b, c] := by
  have hs : 0 < √2 * t := by positivity
  refine ⟨hn, fun φ hφ => ?_⟩
  have hE : energy U t d ![a, b, c] = e := by
    rw [energy_eq]
    change (U + d) * a ^ 2 + (U - d) * b ^ 2 - 2 * (√2 * t) * (a + b) * c = e
    linear_combination a * h1 + b * h2 + c * h3 + e * hn
  rw [hE, energy_eq]
  generalize √2 * t = s at *
  have u1 : U + d - e = s * c / a := by
    rw [eq_div_iff ha.ne']
    linear_combination h1
  have u2 : U - d - e = s * c / b := by
    rw [eq_div_iff hb.ne']
    linear_combination h2
  have u3 : -e = s * (a + b) / c := by
    rw [eq_div_iff hc.ne']
    linear_combination h3
  -- the excess energy is a sum of squares
  have hsum : s * c / a * φ 0 ^ 2 + s * c / b * φ 1 ^ 2 + s * (a + b) / c * φ 2 ^ 2
      - 2 * s * (φ 0 + φ 1) * φ 2
      = s * ((c * φ 0 - a * φ 2) ^ 2 / (a * c) + (c * φ 1 - b * φ 2) ^ 2 / (b * c)) := by
    field_simp
    ring
  have hpos : 0 ≤ s * ((c * φ 0 - a * φ 2) ^ 2 / (a * c)
      + (c * φ 1 - b * φ 2) ^ 2 / (b * c)) := by positivity
  rw [← hsum, ← u1, ← u2, ← u3] at hpos
  have hφe : e * (φ 0 ^ 2 + φ 1 ^ 2 + φ 2 ^ 2) = e := by rw [hφ, mul_one]
  linarith

/-- For `t > 0` and any `U`, every imbalance strictly between -1 and 1 belongs to a ground vector
at some bias. -/
theorem imbalance_attained (U : ℝ) {t x : ℝ} (ht : 0 < t) (hx : x ∈ Set.Ioo (-1 : ℝ) 1) :
    ∃ d ψ, IsGround U t d ψ ∧ imbalance ψ = x := by
  have hs : 0 < √2 * t := by positivity
  obtain ⟨hl, hu⟩ := hx
  rcases eq_or_ne x 0 with rfl | hx0
  · -- without bias, exchanging the sites maps the ground vector to itself up to sign
    obtain ⟨ψ, h⟩ := ground_exists U t 0
    have hE : energy U t 0 ![ψ 1, ψ 0, ψ 2] = energy U t 0 ψ := by
      rw [energy_eq, energy_eq]
      change (U + 0) * ψ 1 ^ 2 + (U - 0) * ψ 0 ^ 2 - 2 * (√2 * t) * (ψ 1 + ψ 0) * ψ 2 = _
      ring
    have hn : ψ 1 ^ 2 + ψ 0 ^ 2 + ψ 2 ^ 2 = 1 := by linarith [h.1]
    have h' : IsGround U t 0 ![ψ 1, ψ 0, ψ 2] := ⟨hn, fun φ hφ => hE.trans_le (h.2 φ hφ)⟩
    refine ⟨0, ψ, h, ?_⟩
    unfold imbalance
    rcases ground_unique ht h h' with k | k
    · have k0 : ψ 1 = ψ 0 := congrFun k 0
      rw [k0, sub_self]
    · have k0 : ψ 1 = -ψ 0 := congrFun k 0
      rw [k0]
      ring
  · -- vary the total ionic weight r at fixed imbalance x
    obtain ⟨g, hg⟩ : ∃ g : ℝ → ℝ, g = fun r =>
        √2 * t * (√((r + x) / 2) + √((r - x) / 2))
          * (√(1 - r) ^ 2 - 2 * √((r + x) / 2) * √((r - x) / 2))
          - 2 * U * √((r + x) / 2) * √((r - x) / 2) * √(1 - r) := ⟨_, rfl⟩
    have hcont : Continuous g := by
      rw [hg]
      fun_prop
    have habs : |x| < 1 := abs_lt.mpr ⟨hl, hu⟩
    have hR : 0 < √(1 - |x|) := Real.sqrt_pos.mpr (by linarith)
    have g0 : 0 < g |x| := by
      rcases lt_or_gt_of_ne hx0 with h | h
      · have e1 : (|x| + x) / 2 = 0 := by rw [abs_of_neg h]; ring
        have e2 : (|x| - x) / 2 = -x := by rw [abs_of_neg h]; ring
        have hP : 0 < √(-x) := Real.sqrt_pos.mpr (by linarith)
        simp only [hg, e1, e2, Real.sqrt_zero]
        linarith [mul_pos (mul_pos hs hP) (pow_pos hR 2)]
      · have e1 : (|x| + x) / 2 = x := by rw [abs_of_pos h]; ring
        have e2 : (|x| - x) / 2 = 0 := by rw [abs_of_pos h]; ring
        have hP : 0 < √x := Real.sqrt_pos.mpr h
        simp only [hg, e1, e2, Real.sqrt_zero]
        linarith [mul_pos (mul_pos hs hP) (pow_pos hR 2)]
    have g1 : g 1 < 0 := by
      have hA : 0 < √((1 + x) / 2) := Real.sqrt_pos.mpr (by linarith)
      have hB : 0 < √((1 - x) / 2) := Real.sqrt_pos.mpr (by linarith)
      simp only [hg, sub_self, Real.sqrt_zero]
      linarith [mul_pos (mul_pos hs (add_pos hA hB)) (mul_pos hA hB)]
    obtain ⟨r, ⟨hr1, hr2⟩, hr⟩ :=
      intermediate_value_Ioo' habs.le hcont.continuousOn ⟨g1, g0⟩
    simp only [hg] at hr
    have hp : 0 < (r + x) / 2 := by linarith [neg_abs_le x]
    have hq : 0 < (r - x) / 2 := by linarith [le_abs_self x]
    have hw : 0 < 1 - r := by linarith
    obtain ⟨a, b, c, ha, hb, hc, hn, hab, hU⟩ : ∃ a b c : ℝ, 0 < a ∧ 0 < b ∧ 0 < c ∧
        a ^ 2 + b ^ 2 + c ^ 2 = 1 ∧ a ^ 2 - b ^ 2 = x ∧
        √2 * t * (a + b) * (c ^ 2 - 2 * a * b) - 2 * U * a * b * c = 0 :=
      ⟨_, _, _, Real.sqrt_pos.mpr hp, Real.sqrt_pos.mpr hq, Real.sqrt_pos.mpr hw,
        by rw [Real.sq_sqrt hp.le, Real.sq_sqrt hq.le, Real.sq_sqrt hw.le]; ring,
        by rw [Real.sq_sqrt hp.le, Real.sq_sqrt hq.le]; ring, hr⟩
    have hU' : U = √2 * t * (a + b) * (c ^ 2 - 2 * a * b) / (2 * a * b * c) := by
      rw [eq_div_iff (by positivity)]
      linear_combination -hU
    refine ⟨√2 * t * c * (b - a) / (2 * a * b), ![a, b, c],
      ground_of_pos (e := -(√2 * t * (a + b) / c)) ht ha hb hc hn ?_ ?_ ?_, hab⟩
    · rw [hU']
      generalize √2 * t = s
      field_simp
      ring
    · rw [hU']
      generalize √2 * t = s
      field_simp
      ring
    · generalize √2 * t = s
      field_simp

/-- Interacting density-potential map: for `t > 0` and any real `U`, ground vectors exist at every
bias `d`, their imbalance is a function of `d` alone, and this function is a strictly decreasing
bijection from the real line onto the open interval (-1, 1). -/
theorem density_potential_map (U : ℝ) {t : ℝ} (ht : 0 < t) :
    ∃ n : ℝ → ℝ,
      (∀ d, (∃ ψ, IsGround U t d ψ) ∧ ∀ ψ, IsGround U t d ψ → imbalance ψ = n d) ∧
      StrictAnti n ∧ Set.BijOn n Set.univ (Set.Ioo (-1) 1) := by
  choose ψ hψ using ground_exists U t
  have huniq : ∀ d φ, IsGround U t d φ → imbalance φ = imbalance (ψ d) := by
    intro d φ hφ
    rcases ground_unique ht (hψ d) hφ with k | k
    · rw [k]
    · rw [k]
      simp [imbalance]
  have hanti : StrictAnti fun d => imbalance (ψ d) :=
    fun d₁ d₂ hd => imbalance_lt ht hd (hψ d₁) (hψ d₂)
  refine ⟨fun d => imbalance (ψ d), fun d => ⟨⟨ψ d, hψ d⟩, huniq d⟩, hanti,
    fun d _ => ?_, hanti.injective.injOn, fun x hx => ?_⟩
  · -- no amplitude vanishes, so the extreme values are excluded
    obtain ⟨-, -, hne⟩ := ground_below_ionic ht (hψ d)
    have hn := (hψ d).1
    have p0 := pow_pos (abs_pos.mpr (hne 0)) 2
    have p1 := pow_pos (abs_pos.mpr (hne 1)) 2
    rw [sq_abs] at p0 p1
    change -1 < ψ d 0 ^ 2 - ψ d 1 ^ 2 ∧ ψ d 0 ^ 2 - ψ d 1 ^ 2 < 1
    constructor <;> linarith [sq_nonneg (ψ d 2)]
  · obtain ⟨d, φ, hφ, hφx⟩ := imbalance_attained U ht hx
    exact ⟨d, Set.mem_univ d, (huniq d φ hφ).symm.trans hφx⟩

end

end HubbardDimerDensityMap
```

```lean
#print axioms HubbardDimerDensityMap.density_potential_map
-- 'HubbardDimerDensityMap.density_potential_map' depends on axioms: [propext, Classical.choice, Quot.sound]
```

## How the lemmas divide the work

`rayleigh` normalises the trial vector, and `ground_eigen` removes the linear term through `discrim_le_zero`. `ground_below_ionic` inserts the two trial vectors; `ground_unique` cross-multiplies the eigenvalue equations to get proportional vectors. `ground_exists` obtains a minimiser from compactness.

`imbalance_lt` is the variational argument, with `shift` as the energy identity. `ground_of_pos` checks the sum of squares by `field_simp` and `ring`. `imbalance_attained` applies `intermediate_value_Ioo'` to $g$; it treats $x=0$ separately because $g$ vanishes at the endpoint $r=0$. The final theorem chooses a ground vector at each bias and uses uniqueness to make its imbalance independent of that choice.
